# Error bound for the n-step Lanczos Green function at frequencies beyond the norm of the Hamiltonian

Let \(H\) be a bounded Hermitian operator on a complex Hilbert space \(E\), with inner product \(\langle x,y\rangle\) linear in \(y\), and let \(P\) be the orthogonal projector onto the Krylov space \(K_n=\mathrm{span}\{v,Hv,\dots,H^{n-1}v\}\) of a vector \(v\). The Lanczos Hamiltonian is \(T=PHP\), and the exact and Lanczos Green functions are \(G(z)=\langle v,(z-H)^{-1}v\rangle\) and \(G_n(z)=\langle v,(z-T)^{-1}v\rangle\).

```lean
import Mathlib

open scoped InnerProductSpace

namespace LanczosGreenFunction

noncomputable section

variable {E : Type*} [NormedAddCommGroup E] [InnerProductSpace ℂ E]

/-- The Krylov space spanned by `v, H v, ..., H^(n-1) v`. -/
def krylov (H : E →L[ℂ] E) (v : E) (n : ℕ) : Submodule ℂ E :=
  Submodule.span ℂ (Set.range fun k : Fin n => (H ^ (k : ℕ)) v)

/-- The Krylov space has an orthogonal projection. -/
instance (H : E →L[ℂ] E) (v : E) (n : ℕ) : (krylov H v n).HasOrthogonalProjection := by
  have : FiniteDimensional ℂ (krylov H v n) :=
    FiniteDimensional.span_of_finite ℂ (Set.finite_range _)
  have : CompleteSpace (krylov H v n) := FiniteDimensional.complete ℂ _
  infer_instance

/-- The Lanczos Hamiltonian `P H P`, with `P` the orthogonal projection onto the Krylov space. -/
def lanczosH (H : E →L[ℂ] E) (v : E) (n : ℕ) : E →L[ℂ] E :=
  (krylov H v n).starProjection * H * (krylov H v n).starProjection

/-- The Green function `⟨v, (z - H)⁻¹ v⟩`, for `z` such that `z - H` is invertible. -/
def green (H : E →L[ℂ] E) (v : E) (z : ℂ) : ℂ :=
  ⟪v, (Ring.inverse (z • (1 : E →L[ℂ] E) - H)) v⟫_ℂ

/-- For `|z| > ‖H‖` on a Hilbert space, `z - H` is invertible, and the Green function is the
overlap of `v` with a solution `x` of `(z - H) x = v`. -/
theorem green_solution [CompleteSpace E] {H : E →L[ℂ] E} {z : ℂ} (hz : ‖H‖ < ‖z‖) (v : E) :
    IsUnit (z • (1 : E →L[ℂ] E) - H) ∧ ∃ x, z • x - H x = v ∧ green H v z = ⟪v, x⟫_ℂ := by
  have h1 : ‖(1 : E →L[ℂ] E)‖ ≤ 1 :=
    ContinuousLinearMap.opNorm_le_bound _ zero_le_one (fun x => by simp)
  have hr : z ∈ resolventSet ℂ H := spectrum.mem_resolventSet_of_norm_lt_mul
    ((mul_le_of_le_one_right (norm_nonneg H) h1).trans_lt hz)
  have hu : IsUnit (z • (1 : E →L[ℂ] E) - H) := by
    rwa [spectrum.mem_resolventSet_iff, Algebra.algebraMap_eq_smul_one] at hr
  refine ⟨hu, Ring.inverse (z • (1 : E →L[ℂ] E) - H) v, ?_, rfl⟩
  have h := congrArg (fun A : E →L[ℂ] E => A v) (Ring.mul_inverse_cancel _ hu)
  exact h

/-- If `‖A‖ ≤ R < |z|` and `(z - A) x = v`, then `A^N x` has norm at most
`R^N ‖v‖ / (|z| - R)`. -/
theorem tail_norm_le {A : E →L[ℂ] E} {R : ℝ} {z : ℂ} {x v : E} (hA : ‖A‖ ≤ R)
    (hz : R < ‖z‖) (hx : z • x - A x = v) (N : ℕ) :
    ‖(A ^ N) x‖ ≤ R ^ N * (‖v‖ / (‖z‖ - R)) := by
  have hR : 0 ≤ R := (norm_nonneg A).trans hA
  induction N with
  | zero =>
    have e : z • x = v + A x := sub_eq_iff_eq_add.1 hx
    have h1 : ‖z • x‖ ≤ ‖v‖ + ‖A x‖ := by
      rw [e]
      exact norm_add_le _ _
    have h2 := A.le_of_opNorm_le hA x
    rw [norm_smul] at h1
    rw [pow_zero, pow_zero, one_mul, le_div_iff₀ (sub_pos.2 hz)]
    change ‖x‖ * (‖z‖ - R) ≤ ‖v‖
    nlinarith
  | succ N ih =>
    rw [pow_succ' A]
    calc ‖A ((A ^ N) x)‖ ≤ R * ‖(A ^ N) x‖ := A.le_of_opNorm_le hA _
      _ ≤ R * (R ^ N * (‖v‖ / (‖z‖ - R))) := mul_le_mul_of_nonneg_left ih hR
      _ = R ^ (N + 1) * (‖v‖ / (‖z‖ - R)) := by ring

/-- Let `(z - A) x = v` and `(z - B) y = v`. If the moments of `A` and `B` in `v` agree below
order `N`, then `z^N` times the difference of `⟨v, x⟩` and `⟨v, y⟩` is the difference of the
tails `⟨v, A^N x⟩` and `⟨v, B^N y⟩`. -/
theorem green_remainder {A B : E →L[ℂ] E} {z : ℂ} {x y v : E} (hx : z • x - A x = v)
    (hy : z • y - B y = v) (N : ℕ)
    (hm : ∀ k < N, ⟪v, (A ^ k) v⟫_ℂ = ⟪v, (B ^ k) v⟫_ℂ) :
    z ^ N * (⟪v, x⟫_ℂ - ⟪v, y⟫_ℂ) = ⟪v, (A ^ N) x⟫_ℂ - ⟪v, (B ^ N) y⟫_ℂ := by
  induction N with
  | zero => simp
  | succ N ih =>
    -- one more order of the high-frequency expansion
    have step : ∀ (C : E →L[ℂ] E) (w : E), z • w - C w = v →
        z * ⟪v, (C ^ N) w⟫_ℂ = ⟪v, (C ^ N) v⟫_ℂ + ⟪v, (C ^ (N + 1)) w⟫_ℂ := by
      intro C w hw
      have e : z • w = v + C w := sub_eq_iff_eq_add.1 hw
      have h1 : (C ^ (N + 1)) w = (C ^ N) (C w) := by
        rw [pow_succ]
        rfl
      rw [h1, ← inner_smul_right, ← map_smul, e, map_add, inner_add_right]
    have ih' := ih (fun k hk => hm k (by omega))
    linear_combination z * ih' + step A x hx - step B y hy + hm N (by omega)

/-- Projection onto the Krylov space does not increase the norm of the Hamiltonian. -/
theorem norm_lanczosH_le (H : E →L[ℂ] E) (v : E) (n : ℕ) : ‖lanczosH H v n‖ ≤ ‖H‖ := by
  have hP : ∀ x, ‖(krylov H v n).starProjection x‖ ≤ ‖x‖ := fun x => by
    simpa using ContinuousLinearMap.le_of_opNorm_le _
      (Submodule.starProjection_norm_le (krylov H v n)) x
  refine ContinuousLinearMap.opNorm_le_bound _ (norm_nonneg H) (fun x => ?_)
  exact (hP _).trans ((H.le_opNorm _).trans
    (mul_le_mul_of_nonneg_left (hP x) (norm_nonneg H)))

/-- For `n ≥ 1` and `j ≤ n`, applying the Lanczos Hamiltonian `j` times to `v` gives the
projection of `H^j v` onto the Krylov space. -/
theorem lanczosH_pow {H : E →L[ℂ] E} {v : E} {n j : ℕ} (hj : j ≤ n) (hn : 0 < n) :
    ((lanczosH H v n) ^ j) v = (krylov H v n).starProjection ((H ^ j) v) := by
  induction j with
  | zero =>
    have h : (H ^ 0) v ∈ krylov H v n := Submodule.subset_span ⟨⟨0, hn⟩, rfl⟩
    rw [pow_zero] at h
    rw [pow_zero, pow_zero]
    exact (Submodule.starProjection_eq_self_iff.2 h).symm
  | succ j ih =>
    have h : (H ^ j) v ∈ krylov H v n := Submodule.subset_span ⟨⟨j, by omega⟩, rfl⟩
    have hf := Submodule.starProjection_eq_self_iff.2 h
    rw [pow_succ', pow_succ']
    change lanczosH H v n (((lanczosH H v n) ^ j) v) = _
    rw [ih (by omega), hf]
    change (krylov H v n).starProjection (H ((krylov H v n).starProjection ((H ^ j) v))) = _
    rw [hf]
    rfl

/-- For Hermitian `H` on a Hilbert space with `‖H‖ ≤ R < |z|`, the exact and the `n`-step
Lanczos Green functions differ by at most `2 (R/|z|)^(2n) / (|z| - R)` times `‖v‖²`. -/
theorem green_error [CompleteSpace E] {H : E →L[ℂ] E} (hH : (H : E →ₗ[ℂ] E).IsSymmetric)
    {R : ℝ} (hR : ‖H‖ ≤ R) {z : ℂ} (hz : R < ‖z‖) (v : E) (n : ℕ) :
    ‖green H v z - green (lanczosH H v n) v z‖
      ≤ 2 * (R / ‖z‖) ^ (2 * n) / (‖z‖ - R) * ‖v‖ ^ 2 := by
  have hs : ∀ x y, ⟪H x, y⟫_ℂ = ⟪x, H y⟫_ℂ := hH
  have hT : ‖lanczosH H v n‖ ≤ R := (norm_lanczosH_le H v n).trans hR
  have hTs : ∀ x y, ⟪lanczosH H v n x, y⟫_ℂ = ⟪x, lanczosH H v n y⟫_ℂ := by
    intro x y
    change ⟪(krylov H v n).starProjection (H ((krylov H v n).starProjection x)), y⟫_ℂ
      = ⟪x, (krylov H v n).starProjection (H ((krylov H v n).starProjection y))⟫_ℂ
    rw [Submodule.inner_starProjection_left_eq_right, hs,
      Submodule.inner_starProjection_left_eq_right]
  have hsym : ∀ A : E →L[ℂ] E, (∀ x y, ⟪A x, y⟫_ℂ = ⟪x, A y⟫_ℂ) →
      ∀ (i : ℕ) (x y : E), ⟪(A ^ i) x, y⟫_ℂ = ⟪x, (A ^ i) y⟫_ℂ := by
    intro A hA i
    induction i with
    | zero => intro x y; simp
    | succ i ih =>
      intro x y
      have h1 : (A ^ (i + 1)) x = (A ^ i) (A x) := by rw [pow_succ]; rfl
      have h2 : (A ^ (i + 1)) y = A ((A ^ i) y) := by rw [pow_succ']; rfl
      rw [h1, h2, ih, hA]
  -- split each power between bra and ket, so that both sides stay within reach of the projection
  have hm : ∀ k < 2 * n, ⟪v, (H ^ k) v⟫_ℂ = ⟪v, ((lanczosH H v n) ^ k) v⟫_ℂ := by
    intro k hk
    obtain ⟨i, j, hi, hj, rfl⟩ : ∃ i j, i < n ∧ j ≤ n ∧ k = i + j :=
      ⟨min k (n - 1), k - min k (n - 1), by omega, by omega, by omega⟩
    have hn : 0 < n := by omega
    have hmem : (H ^ i) v ∈ krylov H v n := Submodule.subset_span ⟨⟨i, hi⟩, rfl⟩
    have hf := Submodule.starProjection_eq_self_iff.2 hmem
    rw [pow_add, pow_add]
    change ⟪v, (H ^ i) ((H ^ j) v)⟫_ℂ
      = ⟪v, ((lanczosH H v n) ^ i) (((lanczosH H v n) ^ j) v)⟫_ℂ
    rw [← hsym H hs, ← hsym _ hTs, lanczosH_pow hi.le hn, lanczosH_pow hj hn,
      ← Submodule.inner_starProjection_left_eq_right, hf, hf]
  obtain ⟨-, x, hx, gx⟩ := green_solution (hR.trans_lt hz) v
  obtain ⟨-, y, hy, gy⟩ := green_solution (hT.trans_lt hz) v
  have hrem := congrArg norm (green_remainder hx hy (2 * n) hm)
  rw [norm_mul, norm_pow] at hrem
  -- bound the two tails separately
  have b1 := (norm_inner_le_norm (𝕜 := ℂ) v ((H ^ (2 * n)) x)).trans
    (mul_le_mul_of_nonneg_left (tail_norm_le hR hz hx (2 * n)) (norm_nonneg v))
  have b2 := (norm_inner_le_norm (𝕜 := ℂ) v (((lanczosH H v n) ^ (2 * n)) y)).trans
    (mul_le_mul_of_nonneg_left (tail_norm_le hT hz hy (2 * n)) (norm_nonneg v))
  have b3 := norm_sub_le ⟪v, (H ^ (2 * n)) x⟫_ℂ ⟪v, ((lanczosH H v n) ^ (2 * n)) y⟫_ℂ
  have hz0 : 0 < ‖z‖ := ((norm_nonneg H).trans hR).trans_lt hz
  have e : 2 * (R / ‖z‖) ^ (2 * n) / (‖z‖ - R) * ‖v‖ ^ 2
      = 2 * (‖v‖ * (R ^ (2 * n) * (‖v‖ / (‖z‖ - R)))) / ‖z‖ ^ (2 * n) := by
    rw [div_pow]
    ring
  rw [gx, gy, e, le_div_iff₀ (pow_pos hz0 _)]
  linarith

/-- For Hermitian `H` on a Hilbert space with `‖H‖ ≤ R < Ω` and a unit vector `v`, the `n`-step
Lanczos error is at most `2 (R/Ω)^(2n) / (Ω - R)` at every complex frequency with `|z| ≥ Ω`. -/
theorem high_frequency_error [CompleteSpace E] {H : E →L[ℂ] E}
    (hH : (H : E →ₗ[ℂ] E).IsSymmetric) {R Ω : ℝ} (hR : ‖H‖ ≤ R) (hΩ : R < Ω)
    {v : E} (hv : ‖v‖ = 1) (n : ℕ) {z : ℂ} (hz : Ω ≤ ‖z‖) :
    ‖green H v z - green (lanczosH H v n) v z‖ ≤ 2 * (R / Ω) ^ (2 * n) / (Ω - R) := by
  have hR0 : 0 ≤ R := (norm_nonneg H).trans hR
  have hΩ0 : 0 < Ω := hR0.trans_lt hΩ
  have h := green_error hH hR (hΩ.trans_le hz) v n
  rw [hv, one_pow, mul_one] at h
  refine h.trans (div_le_div₀ (by positivity) ?_ (sub_pos.2 hΩ) (by linarith))
  gcongr

end

end LanczosGreenFunction
```

```lean
#print axioms LanczosGreenFunction.high_frequency_error
-- 'LanczosGreenFunction.high_frequency_error' depends on axioms: [propext, Classical.choice, Quot.sound]
```

## The bound and its uniform version

The theorem `green_error` takes a real number \(R\) with \(\|H\|\le R\) and a complex frequency \(z\) with \(|z|>R\). For every vector \(v\) and every natural number \(n\) it states

\[
|G(z)-G_n(z)|\le \frac{2\,(R/|z|)^{2n}}{|z|-R}\,\|v\|^2 .
\]

For a unit vector the last factor is 1. If \(|z|=2R\), for example, each additional Lanczos step divides the bound by four, and at \(n=5\) it is \(2^{-9}/R\).

The theorem `high_frequency_error` fixes a threshold \(\Omega>R\) and a unit vector \(v\). The single number \(2(R/\Omega)^{2n}/(\Omega-R)\) then bounds the error at every \(z\) with \(|z|\ge\Omega\), including all Matsubara frequencies \(z=i\omega\) with \(|\omega|\ge\Omega\). This is the sense in which high frequencies converge first: the guaranteed error is smaller there and shrinks faster with \(n\). The actual error at a particular frequency may be well below the bound, so the theorem does not rank the actual errors at two given frequencies.

## How the Lean objects represent the physics

The type `E →L[ℂ] E` contains the continuous linear operators on \(E\), multiplication of operators is composition, and `‖H‖` is the operator norm. Hermiticity is the hypothesis `IsSymmetric`, that is, \(\langle Hx,y\rangle=\langle x,Hy\rangle\) for all \(x,y\). The assumption `CompleteSpace E` makes \(E\) a Hilbert space, of finite or infinite dimension.

The definition `krylov H v n` is the span of \(H^kv\) for \(k=0,\dots,n-1\). These vectors may be linearly dependent. Being finite-dimensional, the span has an orthogonal projector, written `starProjection`, and `lanczosH H v n` is \(T\). It acts on all of \(E\) and vanishes on the orthogonal complement of \(K_n\). For \(n\ge1\) the vector \(v\) lies in \(K_n\), so the complement does not contribute to \(G_n\). For \(n=0\) the Krylov space is \(\{0\}\), \(T=0\) and \(G_0(z)=\|v\|^2/z\); the bound holds there too.

The definition `green` uses `Ring.inverse`, which returns zero for an operator without an inverse. That case does not arise here, because `green_solution` proves that \(z-H\) is invertible whenever \(|z|>\|H\|\), and the same lemma applies to \(T\).

In an exact-diagonalization impurity solver with a finite bath, \(v\) can be \(c^\dagger|a\rangle\), where \(c^\dagger\) creates an electron in an impurity orbital and \(|a\rangle\) is a many-body eigenstate of energy \(E_a\). With \(H\) the many-body Hamiltonian, chemical-potential term included, minus its eigenvalue \(E_a\) in the state \(|a\rangle\), \(G(z)\) is the electron-addition part of the impurity Green function for that eigenstate. The theorem then bounds the error of truncating the Lanczos recursion after \(n\) steps, provided that \(|z|\) exceeds the norm of this shifted many-body Hamiltonian.

That proviso is restrictive, since the norm generally grows with the number of orbitals, and low Matsubara frequencies can lie below it. The bound also presupposes an exact starting vector and an exact projector. Rounding errors, loss of orthogonality and the error of representing a continuous bath by finitely many levels are separate matters. Unbounded Hamiltonians, such as those with untruncated boson modes, do not satisfy the hypotheses.

## Matching moments and bounding the tails

Let \(x\) and \(y\) solve \((z-H)x=v\) and \((z-T)y=v\), so that \(G(z)=\langle v,x\rangle\) and \(G_n(z)=\langle v,y\rangle\). A projector does not increase norms, hence \(\|T\|\le\|H\|\le R<|z|\), and both equations are solvable.

**Size of the solutions.** From \(zx=v+Hx\) we get \(|z|\,\|x\|\le\|v\|+R\|x\|\), so

\[
\|x\|\le\frac{\|v\|}{|z|-R},\qquad
\|H^Nx\|\le R^N\frac{\|v\|}{|z|-R}
\]

for every \(N\ge0\). The same estimates hold for \(y\) and \(T\).

**Expansion with remainder.** Applying \(H^N\) to \(zx=v+Hx\) and taking the inner product with \(v\) gives

\[
z\langle v,H^Nx\rangle=\langle v,H^Nv\rangle+\langle v,H^{N+1}x\rangle .
\]

Starting from \(\langle v,x\rangle\) and using this relation \(N\) times yields

\[
z^NG(z)=\sum_{k=0}^{N-1}z^{N-1-k}\langle v,H^kv\rangle+\langle v,H^Nx\rangle .
\]

This is the high-frequency expansion, truncated with an exact remainder. The analogous formula holds for \(G_n\), with \(T\) and \(y\). If the moments \(\langle v,H^kv\rangle\) and \(\langle v,T^kv\rangle\) agree for all \(k<N\), the sums cancel on subtraction:

\[
z^N\bigl(G(z)-G_n(z)\bigr)=\langle v,H^Nx\rangle-\langle v,T^Ny\rangle .
\]

**Agreement of the first \(2n\) moments.** Let \(n\ge1\). First, \(T^jv=PH^jv\) for \(j\le n\). At \(j=0\) this says \(v=Pv\), which is true because \(v\in K_n\). If it holds for some \(j<n\), then \(H^jv\in K_n\), so \(T^jv=PH^jv=H^jv\), and

\[
T^{j+1}v=PHP\,H^jv=PH^{j+1}v .
\]

Any \(k<2n\) can be written as \(k=i+j\) with \(i\le n-1\) and \(j\le n\). Since \(T\) is Hermitian and \(PH^iv=H^iv\),

\[
\langle v,T^kv\rangle=\langle T^iv,T^jv\rangle=\langle H^iv,PH^jv\rangle=\langle PH^iv,H^jv\rangle=\langle H^iv,H^jv\rangle=\langle v,H^kv\rangle .
\]

Splitting the power between bra and ket is what gives \(2n\) moments from \(n\) Krylov vectors. For \(n=0\) there are no moments to compare.

**The estimate.** Set \(N=2n\) and apply the Cauchy–Schwarz inequality to each remainder:

\[
|z|^{2n}|G(z)-G_n(z)|\le \|v\|\,\|H^{2n}x\|+\|v\|\,\|T^{2n}y\|\le\frac{2R^{2n}\|v\|^2}{|z|-R}.
\]

Division by \(|z|^{2n}\) gives the result. The factor 2 comes from bounding the two remainders separately. For \(|z|\ge\Omega>R\), both \((R/|z|)^{2n}\) and \(1/(|z|-R)\) are at most their values at \(|z|=\Omega\), which gives the uniform version.

## The same argument in Lean

`green_solution` obtains invertibility from Mathlib's result that a number larger in modulus than the operator norm lies in the resolvent set. It returns a vector `x` that solves the linear equation and represents the Green function as an overlap, so the later lemmas never manipulate an inverse.

`tail_norm_le` proves the norm estimate by induction on `N`. The base case is the triangle inequality for \(zx=v+Ax\), and each further step costs one factor of \(R\). `green_remainder` is stated for two arbitrary operators `A` and `B` with equal moments below order `N`. Its internal statement `step` is the one-order relation above, and `linear_combination` multiplies the induction hypothesis by \(z\), adds the instance for `A`, subtracts the one for `B` and cancels the equal moments of order `N`. The explicit sum over moments is therefore never written.

`norm_lanczosH_le` gives \(\|T\|\le\|H\|\), and `lanczosH_pow` proves \(T^jv=PH^jv\) by the induction shown above. The tool in both cases of that induction is `starProjection_eq_self_iff`, which says that the projector fixes exactly the vectors of the Krylov space.

In `green_error`, `hTs` derives the Hermiticity of \(T\) from that of \(H\) and \(P\), and `hsym` extends the symmetry to powers. The moment agreement is `hm`, where the split is chosen explicitly as \(i=\min(k,n-1)\) and \(j=k-i\), with `omega` checking the index bounds. The estimates `b1` and `b2` bound the two remainders, `b3` is the triangle inequality for their difference, and `linarith` combines them with the norm of the remainder identity. Finally, `high_frequency_error` sets \(\|v\|=1\) and compares numerators and denominators at \(|z|\) and \(\Omega\).
